# Two Dyson steps for matrix propagators agree with one step using the summed self-energy, provided the intermediate propagator exists

Q: Take a single level, so that every propagator is a number. I dress $g_0$ with a self-energy $s_1$ to get $g_1 = g_0 + g_0 s_1 g_1$, then dress $g_1$ with $s_2$. Why is that the same as dressing $g_0$ once with $s_1+s_2$?

A: Write the first equation as $(1-g_0s_1)\,g_1 = g_0$. Multiply the second, $g = g_1 + g_1 s_2 g$, by $1-g_0s_1$. Each $g_1$ on the right becomes $g_0$:
$$(1-g_0s_1)\,g = g_0 + g_0 s_2 g, \qquad\text{that is,}\qquad g = g_0 + g_0(s_1+s_2)g .$$
To go back, you must divide by $1-g_0s_1$. This is allowed, because the first equation gives
$$(1-g_0s_1)(1+g_1s_1) = 1 + (g_1 - g_0 - g_0s_1g_1)s_1 = 1,$$
so the factor isn't zero.

Q: And if no $g_1$ exists?

A: Then there is no two-step route that starts with $s_1$. With $g_0=s_1=1$ the first equation reads $g_1 = 1+g_1$, which has no solution. Yet for $s_2=-1$ the one-step equation has the solution $g=1$. For $g_0 = 1/(E-\varepsilon)$, with energy $E$ and level energy $\varepsilon$, the trouble occurs at $E=\varepsilon+s_1$, the pole of the intermediate propagator.

Q: My propagators are matrices, and they don't commute with self-energies.

A: The order of the factors above was chosen with that in mind. Let $G_0,G_1,G,S_1,S_2$ be square matrices of the same size, with $G_1=G_0+G_0S_1G_1$, and put $F = 1-G_0S_1$. Then $FG_1=G_0$, and multiplying $G=G_1+G_1S_2G$ by $F$ from the left gives $FG=G_0+G_0S_2G$, the one-step equation.

For the converse, the same expansion gives $F(1+G_1S_1)=1$. For square matrices a right inverse is also a left inverse, so $(1+G_1S_1)F=1$. Applying $1+G_1S_1$ to $FG_1=G_0$ yields
$$G_1 = (1+G_1S_1)G_0, \qquad\text{so}\qquad G_0 = G_1 + G_1(-S_1)G_0 .$$
The bare propagator is therefore the dressed one, dressed with $-S_1$. If $G$ is $G_0$ dressed with $S_1+S_2$, composing the two steps shows that $G$ is $G_1$ dressed with $-S_1+(S_1+S_2)=S_2$.

Q: How does the Lean file express "dressed"?

A: As an equation between given objects, not as a function that computes $G$.

```lean
import Mathlib

namespace TwoStepDyson

/-- The Dyson equation `G = G0 + G0 S G`: the propagator `G` is `G0` dressed with the
self-energy `S`. -/
def IsDressed {A : Type*} [Ring A] (G0 S G : A) : Prop :=
  G = G0 + G0 * S * G
```

`IsDressed G0 S G` says that $G=G_0+G_0SG$, with the self-energy entering with a plus sign. Nothing is expanded in a series, so no convergence or smallness of $S$ is assumed. The type `A` is any ring, which covers matrices and also linear operators on an infinite-dimensional space.

Q: Which half of the argument holds at that level of generality?

A: Composition, since it only multiplies and adds equations.

```lean
section AnyRing

variable {A : Type*} [Ring A]

/-- Dressing `G0` with `S1` and the result with `S2` gives a solution of the Dyson equation
with the total self-energy `S1 + S2`. -/
theorem IsDressed.trans {G0 G1 G S1 S2 : A}
    (h1 : IsDressed G0 S1 G1) (h2 : IsDressed G1 S2 G) :
    IsDressed G0 (S1 + S2) G := by
  unfold IsDressed at *
  -- multiply the second equation by `1 - G0 S1` and eliminate `G1` with the first
  linear_combination (norm := noncomm_ring) (1 - G0 * S1) * h2 + h1 * (1 + S2 * G)
```

The `linear_combination` line multiplies the second Dyson equation by $1-G_0S_1$ from the left and adds the first, multiplied by $1+S_2G$ from the right. `noncomm_ring` then checks the remaining identity without commuting any factors.

Q: Does it extend to more than two contributions?

A: Yes, by induction on the number $N$ of steps.

```lean
/-- After `N` successive dressings, the last propagator solves the Dyson equation with the
first propagator and the sum of all the self-energies. -/
theorem dressing_chain (G S : ℕ → A) (N : ℕ)
    (h : ∀ k < N, IsDressed (G k) (S k) (G (k + 1))) :
    IsDressed (G 0) (∑ k ∈ Finset.range N, S k) (G N) := by
  induction N with
  | zero => simp [IsDressed]
  | succ N ih =>
    rw [Finset.sum_range_succ]
    exact (ih fun k hk => h k (by omega)).trans (h N (by omega))

end AnyRing
```

Here `G k` is dressed with `S k` to give `G (k + 1)`, for each $k<N$. The last propagator then solves the equation with `G 0` and $\sum_{k<N}S_k$. For $N=0$ the sum is empty and the claim is $G_0=G_0$.

Q: Where does the matrix property come in?

A: In the exchange of left and right inverse.

```lean
section Matrices

variable {n R : Type*} [Fintype n] [DecidableEq n] [CommRing R]

/-- For matrices, a dressed propagator `G` supplies a left inverse `1 + G S` of the
matrix `1 - G0 S`. -/
theorem dressed_left_inverse {G0 S G : Matrix n n R} (h : IsDressed G0 S G) :
    (1 + G * S) * (1 - G0 * S) = 1 := by
  unfold IsDressed at h
  -- the product in the other order is 1, and square matrices allow the exchange
  have hr : (1 - G0 * S) * (1 + G * S) = 1 := by
    linear_combination (norm := noncomm_ring) h * S
  exact mul_eq_one_comm.mp hr
```

The index type `n` is finite and labels the basis states; the entries lie in a commutative ring `R`, for instance the complex numbers at one fixed energy. The `hr` step is the expansion of $(1-G_0S)(1+GS)$, and `mul_eq_one_comm` swaps the factors. Undressing follows by the calculation I gave.

```lean
/-- Dressing of matrices can be undone: the bare propagator is the dressed one, dressed
with the opposite self-energy. -/
theorem IsDressed.undress {G0 S G : Matrix n n R} (h : IsDressed G0 S G) :
    IsDressed G (-S) G0 := by
  have hF := dressed_left_inverse h
  unfold IsDressed at *
  linear_combination (norm := noncomm_ring) hF * G - (1 + G * S) * h
```

Q: Now show me the equivalence itself. I expected to see $G_0^{-1}$ in it.

A: It isn't needed. The hypothesis `h1` is the first Dyson equation, and it already makes $1-G_0S_1$ invertible, whether or not $G_0$ is.

```lean
/-- Two-step dressing: if `G1` is `G0` dressed with `S1`, then a matrix `G` solves the Dyson
equation with `G1` and `S2` exactly when it solves the one with `G0` and `S1 + S2`. -/
theorem two_step_dressing {G0 S1 G1 : Matrix n n R}
    (h1 : G1 = G0 + G0 * S1 * G1) (S2 G : Matrix n n R) :
    G = G1 + G1 * S2 * G ↔ G = G0 + G0 * (S1 + S2) * G := by
  have hd : IsDressed G0 S1 G1 := h1
  constructor
  · intro h2
    exact hd.trans h2
  · intro h
    -- go back from `G1` to `G0`, then dress with the total self-energy
    have h3 : IsDressed G1 (-S1 + (S1 + S2)) G := hd.undress.trans h
    rw [neg_add_cancel_left] at h3
    exact h3
```

In words: given a solution $G_1$ of the first equation, any matrix $G$ satisfies the second-step equation exactly when it satisfies the one-step equation with $S_1+S_2$. The forward direction is `IsDressed.trans`. The backward direction undresses $G_1$ to $G_0$, dresses with the total, and simplifies $-S_1+(S_1+S_2)$ to $S_2$.

Q: An equivalence between equations could hold because neither has a solution.

A: It could, for particular $S_2$. The theorem doesn't promise that a final $G$ exists. What can be said is that there is never more than one.

```lean
/-- The matrix Dyson equation with given `G0` and `S` has at most one solution. -/
theorem dressed_unique {G0 S G G' : Matrix n n R}
    (h : IsDressed G0 S G) (h' : IsDressed G0 S G') : G' = G := by
  have h3 : IsDressed G (-S + S) G' := h.undress.trans h'
  unfold IsDressed at h3
  rwa [neg_add_cancel, mul_zero, zero_mul, add_zero] at h3
```

If $G$ and $G'$ both solve the equation, undress $G$ to $G_0$ and dress again to $G'$. The total self-energy is $-S+S=0$, so $G'=G$.

Q: My self-energy depends on $G$. Does uniqueness cover a self-consistent calculation?

A: No. $S$ is a fixed matrix here. At a converged solution you may insert the value of the self-energy and use the equivalence, but a self-consistent scheme can still have several solutions, each with its own $S$. Causality, analyticity in the energy and the origin of $S$ aren't modelled either.

Q: I usually write $G=(E-H-S)^{-1}$, with $H$ the Hamiltonian. Is that the same equation?

A: When $G_0=(E-H)^{-1}$ exists, yes. Multiplying the Dyson equation by $G_0^{-1}$ from the left gives $G_0^{-1}G=1+SG$, or $(G_0^{-1}-S)G=1$; multiplying by $G_0$ takes you back. Since the matrices are square, this right inverse is the two-sided inverse, so $G=(G_0^{-1}-S)^{-1}=(E-H-S)^{-1}$.

```lean
/-- For an invertible bare propagator, the Dyson equation says that `G` is a right inverse of `G0⁻¹
- S`. -/
theorem dressed_iff_inverse {G0 : Matrix n n R} (h0 : IsUnit G0.det)
    (S G : Matrix n n R) :
    IsDressed G0 S G ↔ (G0⁻¹ - S) * G = 1 := by
  have hl : G0⁻¹ * G0 = 1 := Matrix.nonsing_inv_mul G0 h0
  have hr : G0 * G0⁻¹ = 1 := Matrix.mul_nonsing_inv G0 h0
  unfold IsDressed
  constructor
  · intro h
    linear_combination (norm := noncomm_ring) G0⁻¹ * h + hl * (1 + S * G)
  · intro h
    linear_combination (norm := noncomm_ring) G0 * h - hr * G

end Matrices
```

The condition `IsUnit G0.det` is invertibility of $G_0$, and the two directions of the proof are these two multiplications.

Q: When would a bare propagator be singular?

A: When it is projected onto part of the basis, for example. Here is a two-level case in which only the first level propagates:

```lean
/-- A two-level instance of the Dyson equation with a singular bare propagator and a
self-energy that couples the two levels. -/
theorem two_step_dressing_witness :
    IsDressed (!![1, 0; 0, 0] : Matrix (Fin 2) (Fin 2) ℝ)
      !![1 / 2, 1; 1, 0] !![2, 0; 0, 0] := by
  unfold IsDressed
  ext i j
  fin_cases i <;> fin_cases j <;>
    norm_num [Matrix.mul_apply, Fin.sum_univ_succ]
```

The self-energy couples the levels, but the bare propagator of the second level is zero, so the coupling has no effect. The first level obeys $g=1+\tfrac12 g$, hence $g=2$. The proof compares the four matrix entries. So the hypothesis `h1` can be met by a singular $G_0$.

Q: Would the equivalence survive in an infinite basis?

A: Not in general. The converse needs a right inverse to be a left inverse, and shifts on sequences violate that.

```lean
/-- The index map that sends `k + 1` to `k` and `0` to a chosen site `a`. -/
def siteMap (a : ℕ) : ℕ → ℕ
  | 0 => a
  | k + 1 => k

/-- The operator on real sequences that moves every entry one site up and fills site `0`
with a copy of the entry at site `a`. -/
def shiftUp (a : ℕ) : Module.End ℝ (ℕ → ℝ) :=
  LinearMap.funLeft ℝ ℝ (siteMap a)

/-- The operator on real sequences that moves every entry one site down and drops the entry
at site `0`. -/
def shiftDown : Module.End ℝ (ℕ → ℝ) :=
  LinearMap.funLeft ℝ ℝ Nat.succ
```

Call the downward shift $D$ and the upward shift $U_a$. $U_a$ moves every entry up one site and fills site 0 with a copy of the entry at site $a$; $D$ drops the entry at site 0. Thus $DU_a=1$ for every $a$: the choice made at site 0 is forgotten.

Q: How does that become a Dyson equation?

A: Take $G_0=1$ and $S_1=1-D$. The equation $G=1+(1-D)G$ says just $DG=1$, and every $U_a$ solves it.

```lean
/-- Each upward shift solves the Dyson equation with bare propagator `1` and self-energy
`1 - shiftDown`. -/
theorem shiftUp_dressed (a : ℕ) : IsDressed 1 (1 - shiftDown) (shiftUp a) := by
  have h : shiftDown * shiftUp a = 1 := by
    apply LinearMap.ext
    intro f
    funext k
    rfl
  unfold IsDressed
  rw [one_mul, sub_mul, one_mul, h]
  abel
```

Now choose $G_1=U_0$ and $S_2=0$. The one-step equation accepts $G=U_1$, whereas the two-step equation demands $G=G_1=U_0$.

```lean
/-- For operators on sequences the two-step equivalence fails: with `G0 = 1` and `S2 = 0`,
`shiftUp 1` solves the one-step equation but not the two-step one through `shiftUp 0`. -/
theorem two_step_fails_for_sequences :
    IsDressed 1 (1 - shiftDown) (shiftUp 0) ∧
    IsDressed 1 ((1 - shiftDown) + 0) (shiftUp 1) ∧
    ¬ IsDressed (shiftUp 0) 0 (shiftUp 1) := by
  refine ⟨shiftUp_dressed 0, ?_, ?_⟩
  · rw [add_zero]
    exact shiftUp_dressed 1
  · intro h
    unfold IsDressed at h
    rw [mul_zero, zero_mul, add_zero] at h
    -- the two shifts differ at site 0 on the sequence 0, 1, 2, ...
    have h2 : ((1 : ℕ) : ℝ) = ((0 : ℕ) : ℝ) :=
      congrFun (LinearMap.congr_fun h (fun k : ℕ => (k : ℝ))) 0
    norm_num at h2

end TwoStepDyson
```

The two operators differ on the sequence $0,1,2,\dots$: at site 0, $U_1$ gives 1 and $U_0$ gives 0. The final lines of the proof evaluate exactly that entry. Even with an invertible bare propagator, then, finite size matters for the converse, while the forward direction holds for these operators too. The counterexample is algebraic, not a model of a physical system: on square-summable sequences $1-D$ is not Hermitian, and its anti-Hermitian part lacks the definite sign that a causal self-energy has.

Q: So what may I rely on in an electronic-structure code?

A: In a finite basis and at fixed energy, you may include one self-energy first, say that of the leads in a transport problem, and a second one afterwards, and obtain the same propagator as with their sum, as long as the intermediate propagator exists and both self-energies are held fixed.

```lean
#print axioms TwoStepDyson.two_step_dressing
#print axioms TwoStepDyson.dressed_unique
#print axioms TwoStepDyson.dressed_iff_inverse
#print axioms TwoStepDyson.two_step_fails_for_sequences
```

```
'TwoStepDyson.two_step_dressing' depends on axioms: [propext, Classical.choice, Quot.sound]
'TwoStepDyson.dressed_unique' depends on axioms: [propext, Classical.choice, Quot.sound]
'TwoStepDyson.dressed_iff_inverse' depends on axioms: [propext, Classical.choice, Quot.sound]
'TwoStepDyson.two_step_fails_for_sequences' depends on axioms: [propext, Classical.choice, Quot.sound]
```
